# Primitive cells of body-, face- and rhombohedrally centred lattices have 1/2, 1/4 and 1/3 of the conventional volume

## Question

Should a "primitive cell" be specified by its volume, or by the set of points that its vectors generate? Volume alone says too little: if $a,b,c$ span a cell of volume $V\neq0$, then $(a/2,b,c)$ has volume $V/2$, but it doesn't generate the body-centred lattice.

I know the usual triples:

- body: $\tfrac12(-a+b+c),\ \tfrac12(a-b+c),\ \tfrac12(a+b-c)$
- face: $\tfrac12(b+c),\ \tfrac12(a+c),\ \tfrac12(a+b)$
- rhombohedral: $\tfrac13(2a+b+c),\ \tfrac13(-a+b+c),\ \tfrac13(-a-2b+c)$

Their volumes should be $V/2$, $V/4$ and $V/3$, and the conventional cell should hold 2, 4 and 3 lattice points. I'd like to see this made rigorous and machine-checked, including the claim that each triple generates the right lattice.

## Answer

I take the second option: each triple is shown to generate exactly the centred lattice, and its volume is computed separately.

### Volumes from a determinant

Let $V=a\cdot(b\times c)$, and write $e_0=a$, $e_1=b$, $e_2=c$. If the new cell vectors are $\sum_j M_{ij}e_j$ for $i=0,1,2$, linearity in each slot gives

$$\sum_{j,k,l}M_{0j}M_{1k}M_{2l}\;e_j\cdot(e_k\times e_l).$$

Terms with a repeated vector vanish, and the others are $\pm V$ according to the sign of the permutation. The sum is therefore $V\det M$. For the three triples,

$$\frac18\begin{vmatrix}-1&1&1\\1&-1&1\\1&1&-1\end{vmatrix}=\frac48=\frac12,\qquad
\frac18\begin{vmatrix}0&1&1\\1&0&1\\1&1&0\end{vmatrix}=\frac28=\frac14,$$

$$\frac1{27}\begin{vmatrix}2&1&1\\-1&1&1\\-1&-2&1\end{vmatrix}=\frac9{27}=\frac13.$$

### Which points the triples generate

Take integer coefficients $m,n,p$ of the three primitive vectors, and put $N=m+n+p$.

**Body.** The fractional coordinates along $a,b,c$ are $(N/2-m,\ N/2-n,\ N/2-p)$. They are all integers if $N$ is even, and all integers plus $\tfrac12$ if $N$ is odd. Conversely, the lattice point with integer coordinates $(u,v,w)$ comes from $(m,n,p)=(v+w,\,u+w,\,u+v)$. Adding 1 to each coefficient shifts it by the body centre.

**Face.** The coordinates are $\tfrac12(n+p,\ m+p,\ m+n)$. The three sums add to $2N$, so either none or exactly two of them are odd, which gives a corner or one of three face centres. Conversely, $(u,v,w)$ comes from $(v+w-u,\ u+w-v,\ u+v-w)$. Adding 1 to one coefficient shifts it by the corresponding face centre.

**Rhombohedral.** The coordinates are $(m-N/3,\ N/3-p,\ N/3)$. Remainders 0, 1 and 2 of $N$ modulo 3 give, up to integers, $(0,0,0)$, $(\tfrac23,\tfrac13,\tfrac13)$ and $(\tfrac13,\tfrac23,\tfrac23)$. Conversely, $(u,v,w)$ comes from $(u+w,\ v+w-u,\ w-v)$. Adding 1 to the first coefficient, or to the first two, reaches the other two sites.

### Counting points in the conventional cell

Let $V\neq0$. If $x=ua+vb+wc$, then $x\cdot(b\times c)=uV$, so $x$ fixes $u$; projections on $c\times a$ and $a\times b$ fix $v$ and $w$.

A point of the centred lattice has coordinates "integer plus centring coordinate". If it lies in the cell with all coordinates in $[0,1)$, each integer is a difference of two numbers in $[0,1)$. It lies strictly between $-1$ and $1$, so it is zero. The points in the cell are thus exactly the centring sites, which are distinct: 2, 4 and 3 of them.

### What the Lean statements say

A `Vec` is a triple of real Cartesian components, and `tripleProduct` is the signed volume. The positive factors show that the primitive triples keep the handedness of $a,b,c$. `site a b c u v w` is the position with fractional coordinates $u,v,w$, and `latticePoints` collects all integer combinations of three vectors. `centredLattice` is the union of the conventional lattice's translates by a set `S` of centring vectors. For arbitrary `S` this union need not be a lattice; for the three sets used here, the equalities show that it is generated by three vectors.

The theorems `body_centred`, `face_centred` and `rhombohedral_centred` each state an equality of point sets and a volume ratio, for any $a,b,c$. No cubic or hexagonal metric is assumed, and the rhombohedral sites fix the obverse setting. `points_per_cell` adds the hypothesis `tripleProduct a b c ≠ 0`, meaning that the conventional vectors span a genuine three-dimensional cell, and counts points with `ncard`.

That hypothesis matters: for $a=b=c=0$, every lattice and the cell itself reduce to the origin, and all three counts are 1.

The half-open interval in `cell` matters too. With coordinates allowed to equal 1, the body-centred count would be 9, eight corners and the centre, because equivalent corners would be counted separately.

Atoms do not appear in the model. For an ideal infinite crystal whose translational symmetries are exactly those of the centred lattice, the number of atoms per cell in an electronic-structure calculation is multiplied by 1/2, 1/4 or 1/3 (body, face or rhombohedral centring) on passing from the conventional to the primitive cell.

```lean
import Mathlib

open Matrix

namespace CentredCellVolumes

noncomputable section

/-- Vectors of three-dimensional space in Cartesian components. -/
abbrev Vec := Fin 3 → ℝ

/-- The triple product `a · (b × c)`, the signed volume of the cell spanned by `a, b, c`. -/
def tripleProduct (a b c : Vec) : ℝ := a ⬝ᵥ (b ⨯₃ c)

/-- The position with fractional coordinates `u, v, w` along `a, b, c`. -/
def site (a b c : Vec) (u v w : ℝ) : Vec := u • a + v • b + w • c

/-- The lattice of all integer combinations of `a, b, c`. -/
def latticePoints (a b c : Vec) : Set Vec :=
  {x | ∃ m n p : ℤ, x = site a b c m n p}

/-- The lattice of `a, b, c` translated by each of the centring vectors in `S`. -/
def centredLattice (a b c : Vec) (S : Set Vec) : Set Vec :=
  {x | ∃ s ∈ S, ∃ t ∈ latticePoints a b c, x = t + s}

/-- The half-open conventional cell: fractional coordinates from 0 up to, but excluding, 1. -/
def cell (a b c : Vec) : Set Vec :=
  {x | ∃ u v w : ℝ, (0 ≤ u ∧ u < 1) ∧ (0 ≤ v ∧ v < 1) ∧ (0 ≤ w ∧ w < 1) ∧
    x = site a b c u v w}

/-- Body centring: the corner and the centre of the cell. -/
def bodyCentring (a b c : Vec) : Set Vec :=
  {site a b c 0 0 0, site a b c (1/2) (1/2) (1/2)}

/-- Face centring: the corner and the centres of three faces. -/
def faceCentring (a b c : Vec) : Set Vec :=
  {site a b c 0 0 0, site a b c 0 (1/2) (1/2), site a b c (1/2) 0 (1/2),
    site a b c (1/2) (1/2) 0}

/-- Rhombohedral centring in the obverse setting: the corner and two inner points. -/
def rhombohedralCentring (a b c : Vec) : Set Vec :=
  {site a b c 0 0 0, site a b c (2/3) (1/3) (1/3), site a b c (1/3) (2/3) (2/3)}

/-- The triple product written out in Cartesian components. -/
theorem tripleProduct_eq (a b c : Vec) : tripleProduct a b c =
    a 0 * (b 1 * c 2 - b 2 * c 1) + a 1 * (b 2 * c 0 - b 0 * c 2)
      + a 2 * (b 0 * c 1 - b 1 * c 0) := by
  simp [tripleProduct, cross_apply, dotProduct, Fin.sum_univ_three]

/-- Change of cell: if the rows of `M` hold the fractional coordinates of three new cell
vectors, the triple product is multiplied by `det M`. -/
theorem tripleProduct_change_of_cell (a b c : Vec) (M : Matrix (Fin 3) (Fin 3) ℝ) :
    tripleProduct (site a b c (M 0 0) (M 0 1) (M 0 2)) (site a b c (M 1 0) (M 1 1) (M 1 2))
      (site a b c (M 2 0) (M 2 1) (M 2 2)) = M.det * tripleProduct a b c := by
  simp only [tripleProduct_eq, site, Matrix.det_fin_three, Pi.add_apply, Pi.smul_apply,
    smul_eq_mul]
  ring

/-- The body-centred primitive vectors generate exactly the body-centred lattice, and their
triple product is `V/2`. -/
theorem body_centred (a b c : Vec) :
    latticePoints ((1/2 : ℝ) • (-a + b + c)) ((1/2 : ℝ) • (a - b + c))
      ((1/2 : ℝ) • (a + b - c)) = centredLattice a b c (bodyCentring a b c) ∧
    tripleProduct ((1/2 : ℝ) • (-a + b + c)) ((1/2 : ℝ) • (a - b + c))
      ((1/2 : ℝ) • (a + b - c)) = tripleProduct a b c / 2 := by
  constructor
  · ext x
    constructor
    · rintro ⟨m, n, p, rfl⟩
      -- the parity of m + n + p decides between corner and centre
      obtain ⟨k, hk | hk⟩ : ∃ k : ℤ, m + n + p = 2 * k ∨ m + n + p = 2 * k + 1 :=
        ⟨(m + n + p) / 2, by omega⟩
      · obtain rfl : p = 2 * k - m - n := by omega
        refine ⟨site a b c 0 0 0, by simp [bodyCentring], _,
          ⟨k - m, k - n, m + n - k, rfl⟩, ?_⟩
        simp only [site]; push_cast; module
      · obtain rfl : p = 2 * k + 1 - m - n := by omega
        refine ⟨site a b c (1/2) (1/2) (1/2), by simp [bodyCentring], _,
          ⟨k - m, k - n, m + n - k - 1, rfl⟩, ?_⟩
        simp only [site]; push_cast; module
    · rintro ⟨s, hs, _, ⟨u, v, w, rfl⟩, rfl⟩
      simp only [bodyCentring, Set.mem_insert_iff, Set.mem_singleton_iff] at hs
      rcases hs with rfl | rfl
      · refine ⟨v + w, u + w, u + v, ?_⟩
        simp only [site]; push_cast; module
      · refine ⟨v + w + 1, u + w + 1, u + v + 1, ?_⟩
        simp only [site]; push_cast; module
  · simp only [tripleProduct_eq, Pi.smul_apply, Pi.add_apply, Pi.sub_apply, Pi.neg_apply,
      smul_eq_mul]
    ring

/-- The face-centred primitive vectors generate exactly the face-centred lattice, and their
triple product is `V/4`. -/
theorem face_centred (a b c : Vec) :
    latticePoints ((1/2 : ℝ) • (b + c)) ((1/2 : ℝ) • (a + c)) ((1/2 : ℝ) • (a + b)) =
      centredLattice a b c (faceCentring a b c) ∧
    tripleProduct ((1/2 : ℝ) • (b + c)) ((1/2 : ℝ) • (a + c)) ((1/2 : ℝ) • (a + b)) =
      tripleProduct a b c / 4 := by
  constructor
  · ext x
    constructor
    · rintro ⟨m, n, p, rfl⟩
      -- the parities of n + p and m + p select one of the four centring sites
      obtain ⟨i, hi⟩ : ∃ i : ℤ, n = 2 * i - p ∨ n = 2 * i + 1 - p :=
        ⟨(n + p) / 2, by omega⟩
      obtain ⟨j, hj⟩ : ∃ j : ℤ, m = 2 * j - p ∨ m = 2 * j + 1 - p :=
        ⟨(m + p) / 2, by omega⟩
      rcases hi with rfl | rfl <;> rcases hj with rfl | rfl
      · refine ⟨site a b c 0 0 0, by simp [faceCentring], _, ⟨i, j, i + j - p, rfl⟩, ?_⟩
        simp only [site]; push_cast; module
      · refine ⟨site a b c 0 (1/2) (1/2), by simp [faceCentring], _,
          ⟨i, j, i + j - p, rfl⟩, ?_⟩
        simp only [site]; push_cast; module
      · refine ⟨site a b c (1/2) 0 (1/2), by simp [faceCentring], _,
          ⟨i, j, i + j - p, rfl⟩, ?_⟩
        simp only [site]; push_cast; module
      · refine ⟨site a b c (1/2) (1/2) 0, by simp [faceCentring], _,
          ⟨i, j, i + j - p + 1, rfl⟩, ?_⟩
        simp only [site]; push_cast; module
    · rintro ⟨s, hs, _, ⟨u, v, w, rfl⟩, rfl⟩
      simp only [faceCentring, Set.mem_insert_iff, Set.mem_singleton_iff] at hs
      rcases hs with rfl | rfl | rfl | rfl
      · refine ⟨v + w - u, u + w - v, u + v - w, ?_⟩
        simp only [site]; push_cast; module
      · refine ⟨v + w - u + 1, u + w - v, u + v - w, ?_⟩
        simp only [site]; push_cast; module
      · refine ⟨v + w - u, u + w - v + 1, u + v - w, ?_⟩
        simp only [site]; push_cast; module
      · refine ⟨v + w - u, u + w - v, u + v - w + 1, ?_⟩
        simp only [site]; push_cast; module
  · simp only [tripleProduct_eq, Pi.smul_apply, Pi.add_apply, smul_eq_mul]
    ring

/-- The rhombohedral primitive vectors generate exactly the rhombohedrally centred lattice
(obverse setting), and their triple product is `V/3`. -/
theorem rhombohedral_centred (a b c : Vec) :
    latticePoints ((1/3 : ℝ) • ((2 : ℝ) • a + b + c)) ((1/3 : ℝ) • (-a + b + c))
      ((1/3 : ℝ) • (-a - (2 : ℝ) • b + c)) =
      centredLattice a b c (rhombohedralCentring a b c) ∧
    tripleProduct ((1/3 : ℝ) • ((2 : ℝ) • a + b + c)) ((1/3 : ℝ) • (-a + b + c))
      ((1/3 : ℝ) • (-a - (2 : ℝ) • b + c)) = tripleProduct a b c / 3 := by
  constructor
  · ext x
    constructor
    · rintro ⟨m, n, p, rfl⟩
      -- the remainder of m + n + p modulo 3 selects the centring site
      obtain ⟨k, hk⟩ : ∃ k : ℤ, n = 3 * k - m - p ∨ n = 3 * k + 1 - m - p ∨
          n = 3 * k + 2 - m - p := ⟨(m + n + p) / 3, by omega⟩
      rcases hk with rfl | rfl | rfl
      · refine ⟨site a b c 0 0 0, by simp [rhombohedralCentring], _,
          ⟨m - k, k - p, k, rfl⟩, ?_⟩
        simp only [site]; push_cast; module
      · refine ⟨site a b c (2/3) (1/3) (1/3), by simp [rhombohedralCentring], _,
          ⟨m - k - 1, k - p, k, rfl⟩, ?_⟩
        simp only [site]; push_cast; module
      · refine ⟨site a b c (1/3) (2/3) (2/3), by simp [rhombohedralCentring], _,
          ⟨m - k - 1, k - p, k, rfl⟩, ?_⟩
        simp only [site]; push_cast; module
    · rintro ⟨s, hs, _, ⟨u, v, w, rfl⟩, rfl⟩
      simp only [rhombohedralCentring, Set.mem_insert_iff, Set.mem_singleton_iff] at hs
      rcases hs with rfl | rfl | rfl
      · refine ⟨u + w, v + w - u, w - v, ?_⟩
        simp only [site]; push_cast; module
      · refine ⟨u + w + 1, v + w - u, w - v, ?_⟩
        simp only [site]; push_cast; module
      · refine ⟨u + w + 1, v + w - u + 1, w - v, ?_⟩
        simp only [site]; push_cast; module
  · simp only [tripleProduct_eq, Pi.smul_apply, Pi.add_apply, Pi.sub_apply, Pi.neg_apply,
      smul_eq_mul]
    ring

/-- In a cell of nonzero volume, two positions agree exactly when their fractional
coordinates agree. -/
theorem site_inj {a b c : Vec} (hV : tripleProduct a b c ≠ 0) {u v w u' v' w' : ℝ} :
    site a b c u v w = site a b c u' v' w' ↔ u = u' ∧ v = v' ∧ w = w' := by
  constructor
  · intro h
    have h0 := congrFun h 0
    have h1 := congrFun h 1
    have h2 := congrFun h 2
    simp only [site, Pi.add_apply, Pi.smul_apply, smul_eq_mul] at h0 h1 h2
    rw [tripleProduct_eq] at hV
    -- project on b × c, c × a and a × b
    refine ⟨mul_right_cancel₀ hV ?_, mul_right_cancel₀ hV ?_, mul_right_cancel₀ hV ?_⟩
    · linear_combination (b 1 * c 2 - b 2 * c 1) * h0 + (b 2 * c 0 - b 0 * c 2) * h1
        + (b 0 * c 1 - b 1 * c 0) * h2
    · linear_combination (c 1 * a 2 - c 2 * a 1) * h0 + (c 2 * a 0 - c 0 * a 2) * h1
        + (c 0 * a 1 - c 1 * a 0) * h2
    · linear_combination (a 1 * b 2 - a 2 * b 1) * h0 + (a 2 * b 0 - a 0 * b 2) * h1
        + (a 0 * b 1 - a 1 * b 0) * h2
  · rintro ⟨rfl, rfl, rfl⟩
    rfl

/-- If the centring vectors lie in a conventional cell of nonzero volume, they are exactly
the points of the centred lattice in that cell. -/
theorem centredLattice_inter_cell {a b c : Vec} (hV : tripleProduct a b c ≠ 0)
    {S : Set Vec} (hS : S ⊆ cell a b c) : centredLattice a b c S ∩ cell a b c = S := by
  -- two numbers in [0,1) that differ by an integer are equal
  have key : ∀ (k : ℤ) (u v : ℝ), (0 ≤ u ∧ u < 1) → (0 ≤ v ∧ v < 1) → k + u = v → k = 0 := by
    intro k u v hu hv h
    have h1 : (k : ℝ) < 1 := by linarith [hu.1, hv.2]
    have h2 : (-1 : ℝ) < k := by linarith [hu.2, hv.1]
    have h3 : k < 1 := by exact_mod_cast h1
    have h4 : -1 < k := by exact_mod_cast h2
    omega
  ext x
  constructor
  · rintro ⟨⟨s, hs, _, ⟨m, n, p, rfl⟩, rfl⟩, u, v, w, hu, hv, hw, hx⟩
    obtain ⟨u', v', w', hu', hv', hw', rfl⟩ := hS hs
    have h : site a b c (m + u') (n + v') (p + w') = site a b c u v w := by
      rw [← hx]; simp only [site]; module
    obtain ⟨h1, h2, h3⟩ := (site_inj hV).1 h
    obtain rfl := key m u' u hu' hu h1
    obtain rfl := key n v' v hv' hv h2
    obtain rfl := key p w' w hw' hw h3
    simpa [site] using hs
  · intro hs
    exact ⟨⟨x, hs, _, ⟨0, 0, 0, rfl⟩, by simp [site]⟩, hS hs⟩

/-- A conventional cell of nonzero volume contains 2, 4 and 3 points of the lattices generated
by the body-centred, face-centred and rhombohedral primitive vectors. -/
theorem points_per_cell {a b c : Vec} (hV : tripleProduct a b c ≠ 0) :
    (latticePoints ((1/2 : ℝ) • (-a + b + c)) ((1/2 : ℝ) • (a - b + c))
      ((1/2 : ℝ) • (a + b - c)) ∩ cell a b c).ncard = 2 ∧
    (latticePoints ((1/2 : ℝ) • (b + c)) ((1/2 : ℝ) • (a + c))
      ((1/2 : ℝ) • (a + b)) ∩ cell a b c).ncard = 4 ∧
    (latticePoints ((1/3 : ℝ) • ((2 : ℝ) • a + b + c)) ((1/3 : ℝ) • (-a + b + c))
      ((1/3 : ℝ) • (-a - (2 : ℝ) • b + c)) ∩ cell a b c).ncard = 3 := by
  have hB : bodyCentring a b c ⊆ cell a b c := by
    intro x hx
    simp only [bodyCentring, Set.mem_insert_iff, Set.mem_singleton_iff] at hx
    rcases hx with rfl | rfl <;>
      exact ⟨_, _, _, by norm_num, by norm_num, by norm_num, rfl⟩
  have hF : faceCentring a b c ⊆ cell a b c := by
    intro x hx
    simp only [faceCentring, Set.mem_insert_iff, Set.mem_singleton_iff] at hx
    rcases hx with rfl | rfl | rfl | rfl <;>
      exact ⟨_, _, _, by norm_num, by norm_num, by norm_num, rfl⟩
  have hR : rhombohedralCentring a b c ⊆ cell a b c := by
    intro x hx
    simp only [rhombohedralCentring, Set.mem_insert_iff, Set.mem_singleton_iff] at hx
    rcases hx with rfl | rfl | rfl <;>
      exact ⟨_, _, _, by norm_num, by norm_num, by norm_num, rfl⟩
  rw [(body_centred a b c).1, (face_centred a b c).1, (rhombohedral_centred a b c).1,
    centredLattice_inter_cell hV hB, centredLattice_inter_cell hV hF,
    centredLattice_inter_cell hV hR]
  -- the centring sites are distinct because their fractional coordinates are
  refine ⟨?_, ?_, ?_⟩
  · unfold bodyCentring
    rw [Set.ncard_pair]
    all_goals norm_num [site_inj hV]
  · unfold faceCentring
    rw [Set.ncard_insert_of_notMem, Set.ncard_insert_of_notMem, Set.ncard_pair]
    all_goals norm_num [site_inj hV]
  · unfold rhombohedralCentring
    rw [Set.ncard_insert_of_notMem, Set.ncard_pair]
    all_goals norm_num [site_inj hV]

end

end CentredCellVolumes
```

```lean
#print axioms CentredCellVolumes.tripleProduct_change_of_cell
-- 'CentredCellVolumes.tripleProduct_change_of_cell' depends on axioms: [propext, Classical.choice, Quot.sound]
#print axioms CentredCellVolumes.points_per_cell
-- 'CentredCellVolumes.points_per_cell' depends on axioms: [propext, Classical.choice, Quot.sound]
```

### How the proof follows the derivation

`tripleProduct_eq` writes the triple product in components, and `tripleProduct_change_of_cell` is the determinant law. The three volume claims are proved by direct expansion with `ring`, without passing through that law.

For the point sets, the quotient is given explicitly by integer division, and `omega` proves that the listed cases for parity or remainder modulo 3 cover everything. Each case names a centring site and the integer coordinates of the remaining lattice vector. In the face case, `i` and `j` come from halving $n+p$ and $m+p$; the parity of $m+n$ then follows. The reverse inclusions insert the integer coefficients given above, and `module` checks the resulting vector identities.

`site_inj` is the uniqueness of fractional coordinates. Its `linear_combination` steps are the projections on $b\times c$, $c\times a$ and $a\times b$, after which the nonzero factor $V$ is cancelled.

In `centredLattice_inter_cell`, the local statement `key` is the argument that an integer strictly between $-1$ and $1$ is zero. The theorem holds for any set of centring vectors inside the cell. `points_per_cell` checks that the three sets lie there, replaces each intersection by its centring set, and counts the elements, using `site_inj` to show that they are distinct.
